# Adding a matrix that couples to no deformation leaves a purely quadratic energy unchanged

The energy here is a real quadratic form `q` on real d × d matrices, with no linear or constant part and no assumption that it is positive. The coupling of two matrices F and K is the polar form, q(F + K) − q(F) − q(K). The theorem `null_add` says that if K has zero coupling to every matrix, then q(F + K) = q(F) for every F. The proof first couples K to itself, which gives q(2K) − 2q(K) = 2q(K) = 0, and then tries to expand q(F + K) and remove the terms that vanish.

Lean 4 with Mathlib refuses this proof:

```lean
import Mathlib

open Matrix

namespace NullAdd

variable {d : ℕ} {q : QuadraticForm ℝ (Matrix (Fin d) (Fin d) ℝ)}
  {Q : Matrix (Fin d) (Fin d) ℝ}

/-- Adding a matrix that couples to no deformation does not change the energy. -/
theorem null_add {K : Matrix (Fin d) (Fin d) ℝ} (hK : ∀ F, QuadraticMap.polar q F K = 0)
    (F : Matrix (Fin d) (Fin d) ℝ) : q (F + K) = q F := by
  have h0 := hK K
  unfold QuadraticMap.polar at h0
  rw [← two_smul ℝ K, QuadraticMap.map_smul, smul_eq_mul] at h0
  rw [QuadraticMap.map_add, hK]
  linarith

end NullAdd
```

Lean reports:

```
Main.lean:16:6: error: Invalid rewrite argument: The pattern to be substituted is a metavariable (`?f (?x + ?y)`) in this equality
  ?f (?x + ?y) = ?f ?x + ?f ?y + QuadraticMap.polar ?f ?x ?y
```

As a diff, the version that Lean accepts:

```diff
@@ -14,5 +14,5 @@
   unfold QuadraticMap.polar at h0
   rw [← two_smul ℝ K, QuadraticMap.map_smul, smul_eq_mul] at h0
-  rw [QuadraticMap.map_add, hK]
+  rw [QuadraticMap.map_add q, hK]
   linarith
 
```

The error says that the left-hand side of `QuadraticMap.map_add`, which `rw` must search for, is `?f (?x + ?y)`, where the function `?f` is itself still unknown. The lemma merely rearranges the definition of the polar form, so it is stated for a general function and takes that function as its first argument. With the argument left out, the pattern has no fixed function at its head, and `rw` rejects such a pattern instead of working out from the goal that `?f` should be `q`.

Writing `QuadraticMap.map_add q` supplies the function. The pattern is then `q (?x + ?y)`, which matches `q (F + K)` and expands it into `q F + q K` plus the polar term. `hK` turns that last term into zero, and `linarith` finishes using `h0`, which forces `q K` to be zero.
